# With a finite-range Hermitian matrix, real-time propagation is exponentially small outside a light cone

A sparse Hamiltonian generally has a dense propagator. If the entries beyond some cutoff radius are discarded without a bound on their size, the error is unknown. The bound derived here needs no spectral gap, so it also covers a finite model of a metal. It applies to a finite, time-independent Hermitian matrix \(H\), as for non-interacting electrons in a fixed potential, and gives a sparse real-time code a set of propagator entries that are guaranteed to be small.

The finite type `n` labels orthonormal orbitals, and `‖H‖` is the spectral norm, selected by `Matrix.Norms.L2Operator`.

```lean
import Mathlib

open Matrix Finset
open scoped Nat Matrix.Norms.L2Operator

namespace RealTimeLocality

noncomputable section

variable {n : Type*} [Fintype n] [DecidableEq n]
```

## The propagator and its short-time expansion

With \(\hbar=1\), the propagator is \(U(t)=e^{-itH}\).

```lean
/-- The real-time propagator `exp(-itH)`, in units with `ħ = 1`. -/
def propagator (H : Matrix n n ℂ) (t : ℝ) : Matrix n n ℂ :=
  NormedSpace.exp ((-Complex.I * (t : ℂ)) • H)
```

Its Taylor terms of order below \(d\) add up to
\[ S_d(t)=\sum_{k<d}\frac{(-it)^k}{k!}H^k . \]

```lean
/-- The short-time expansion of the propagator: its Taylor terms of order below `d`. -/
def shortTimeSum (H : Matrix n n ℂ) (d : ℕ) (t : ℝ) : Matrix n n ℂ :=
  ∑ k ∈ range d, ((-Complex.I * (t : ℂ)) ^ k / (k ! : ℂ)) • H ^ k
```

Both are differentiated through the scalar \(-it\), whose derivative is \(-i\).

```lean
lemma hasDerivAt_phase (t : ℝ) :
    HasDerivAt (fun s : ℝ => -Complex.I * (s : ℂ)) (-Complex.I) t := by
  have h0 : HasDerivAt (fun s : ℝ => (s : ℂ)) 1 t := by
    simpa using (hasDerivAt_id t).ofReal_comp
  simpa using h0.const_mul (-Complex.I)
```

The chain rule then gives \(U'(t)=-i\,U(t)H\). Since \(U(t)\) commutes with \(H\), this is the Schrödinger equation \(U'(t)=-i\,HU(t)\).

```lean
/-- The propagator solves the Schrödinger equation `dU/dt = -i U H`. -/
theorem hasDerivAt_propagator (H : Matrix n n ℂ) (t : ℝ) :
    HasDerivAt (propagator H) ((-Complex.I) • (propagator H t * H)) t := by
  have : CompleteSpace (Matrix n n ℂ) := FiniteDimensional.complete ℂ _
  have h := hasDerivAt_exp_smul_const (𝕂 := ℂ) H (-Complex.I * (t : ℂ))
  exact h.scomp t (hasDerivAt_phase t)
```

Since \(H^\dagger=H\), the exponent satisfies \((-itH)^\dagger=-(-itH)\) and commutes with its adjoint. Hence \(U^\dagger U=e^{itH}e^{-itH}=1\), and \(\|U\|\le 1\). The proof treats an empty orbital set separately, where the norm is zero.

```lean
/-- For a Hermitian Hamiltonian the propagator has spectral norm at most one. -/
theorem norm_propagator_le_one {H : Matrix n n ℂ} (hH : H.IsHermitian) (t : ℝ) :
    ‖propagator H t‖ ≤ 1 := by
  rcases isEmpty_or_nonempty n with hn | hn
  · rw [Subsingleton.elim (propagator H t) 0, norm_zero]
    exact zero_le_one
  · have hX : ((-Complex.I * (t : ℂ)) • H)ᴴ = -((-Complex.I * (t : ℂ)) • H) := by
      rw [conjTranspose_smul, hH.eq]
      simp
    have hc : Commute (-((-Complex.I * (t : ℂ)) • H)) ((-Complex.I * (t : ℂ)) • H) :=
      (Commute.refl ((-Complex.I * (t : ℂ)) • H)).neg_left
    -- the generator is anti-Hermitian, so the propagator is unitary
    have hU : propagator H t ∈ Matrix.unitaryGroup n ℂ := by
      rw [Matrix.mem_unitaryGroup_iff', propagator, Matrix.star_eq_conjTranspose,
        ← Matrix.exp_conjTranspose, hX,
        ← Matrix.exp_add_of_commute _ _ hc,
        neg_add_cancel, NormedSpace.exp_zero]
    exact (CStarRing.norm_of_mem_unitary hU).le
```

Differentiating the expansion lowers its order by one:
\[ S_{d+1}'(t)=\sum_{k=1}^{d}(-i)\frac{(-it)^{k-1}}{(k-1)!}H^k=-i\,S_d(t)H . \]
The proof is an induction that adds one Taylor term at a time.

```lean
lemma hasDerivAt_shortTimeSum (H : Matrix n n ℂ) (d : ℕ) (t : ℝ) :
    HasDerivAt (shortTimeSum H (d + 1)) ((-Complex.I) • (shortTimeSum H d t * H)) t := by
  induction d with
  | zero =>
    have e : shortTimeSum H (0 + 1) = fun _ => (1 : Matrix n n ℂ) := by
      funext s
      simp [shortTimeSum]
    have e0 : (-Complex.I) • (shortTimeSum H 0 t * H) = 0 := by
      simp [shortTimeSum]
    rw [e, e0]
    exact hasDerivAt_const t (1 : Matrix n n ℂ)
  | succ d ih =>
    have hp : HasDerivAt (fun s : ℝ => (-Complex.I * (s : ℂ)) ^ (d + 1) / ((d + 1)! : ℂ))
        (-Complex.I * ((-Complex.I * (t : ℂ)) ^ d / (d ! : ℂ))) t := by
      refine (((hasDerivAt_phase t).fun_pow (d + 1)).div_const _).congr_deriv ?_
      have h1 : (d : ℂ) + 1 ≠ 0 := Nat.cast_add_one_ne_zero d
      have h2 : (d ! : ℂ) ≠ 0 := Nat.cast_ne_zero.2 (Nat.factorial_ne_zero d)
      rw [Nat.add_sub_cancel, Nat.factorial_succ]
      push_cast
      field_simp
    have e : shortTimeSum H (d + 1 + 1) = fun s : ℝ => shortTimeSum H (d + 1) s +
        ((-Complex.I * (s : ℂ)) ^ (d + 1) / ((d + 1)! : ℂ)) • H ^ (d + 1) :=
      funext fun s => Finset.sum_range_succ _ _
    have e2 : shortTimeSum H (d + 1) t = shortTimeSum H d t +
        ((-Complex.I * (t : ℂ)) ^ d / (d ! : ℂ)) • H ^ d := Finset.sum_range_succ _ _
    rw [e]
    refine (ih.fun_add (hp.smul_const (H ^ (d + 1)))).congr_deriv ?_
    rw [e2, add_mul, smul_add, smul_mul_assoc, ← pow_succ, smul_smul]
```

## Bounding the remainder by unitarity

Let \(E_d=U-S_d\). Subtracting the two derivatives gives \(E_{d+1}'=-i\,E_dH\), with \(E_{d+1}(0)=0\). The induction starts from \(\|E_0\|=\|U\|\le1\). If \(\|H\|\le M\) and \(t\ge0\), the step is
\[ \|E_{d+1}(t)\|\le\int_0^t\frac{(Ms)^d}{d!}M\,ds=\frac{(Mt)^{d+1}}{(d+1)!}. \]
In place of the integral, Lean compares derivatives: `hf` differentiates the remainder, `hB` differentiates the bound, and a mean value inequality orders the functions. Bounding the Taylor tail term by term would give the whole sum \(\sum_{k\ge d}(M|t|)^k/k!\), of which unitarity leaves only the first term.

```lean
lemma remainder_of_nonneg {H : Matrix n n ℂ} (hH : H.IsHermitian) {M : ℝ}
    (hM : ‖H‖ ≤ M) (d : ℕ) : ∀ t : ℝ, 0 ≤ t →
      ‖propagator H t - shortTimeSum H d t‖ ≤ (M * t) ^ d / (d ! : ℝ) := by
  induction d with
  | zero =>
    intro t _
    simpa [shortTimeSum] using norm_propagator_le_one hH t
  | succ d ih =>
    intro t ht
    have hf : ∀ s : ℝ, HasDerivAt (fun s => propagator H s - shortTimeSum H (d + 1) s)
        ((-Complex.I) • ((propagator H s - shortTimeSum H d s) * H)) s := fun s =>
      ((hasDerivAt_propagator H s).fun_sub (hasDerivAt_shortTimeSum H d s)).congr_deriv
        (by rw [sub_mul, smul_sub])
    have hB : ∀ s : ℝ, HasDerivAt (fun s : ℝ => (M * s) ^ (d + 1) / ((d + 1)! : ℝ))
        ((M * s) ^ d / (d ! : ℝ) * M) s := by
      intro s
      have h0 : HasDerivAt (fun s : ℝ => M * s) M s := by
        simpa using (hasDerivAt_id s).const_mul M
      refine ((h0.fun_pow (d + 1)).div_const _).congr_deriv ?_
      have h1 : (d : ℝ) + 1 ≠ 0 := Nat.cast_add_one_ne_zero d
      have h2 : (d ! : ℝ) ≠ 0 := Nat.cast_ne_zero.2 (Nat.factorial_ne_zero d)
      rw [Nat.add_sub_cancel, Nat.factorial_succ]
      push_cast
      field_simp
    -- compare derivatives on [0, t], using the bound on the previous remainder
    refine image_norm_le_of_norm_deriv_right_le_deriv_boundary (a := 0) (b := t)
      (fun s _ => (hf s).continuousAt.continuousWithinAt)
      (fun s _ => (hf s).hasDerivWithinAt) ?_ hB ?_ ⟨ht, le_rfl⟩
    · simp [propagator, shortTimeSum, Finset.sum_range_succ']
    · intro s hs
      have h := ih s hs.1
      rw [norm_smul, norm_neg, Complex.norm_I, one_mul]
      exact (norm_mul_le _ _).trans
        (mul_le_mul h hM (norm_nonneg _) ((norm_nonneg _).trans h))
```

For \(t<0\), replace \((H,t)\) by \((-H,-t)\). This changes neither \(U\), \(S_d\) nor the norm of the Hamiltonian, so the bound holds with \(|t|\).

```lean
/-- For Hermitian `H` of spectral norm at most `M`, cutting the short-time expansion after
`d` terms costs at most `(M|t|)^d / d!` in spectral norm. -/
theorem norm_propagator_sub_le {H : Matrix n n ℂ} (hH : H.IsHermitian) {M : ℝ}
    (hM : ‖H‖ ≤ M) (d : ℕ) (t : ℝ) :
    ‖propagator H t - shortTimeSum H d t‖ ≤ (M * |t|) ^ d / (d ! : ℝ) := by
  rcases le_total 0 t with ht | ht
  · rw [abs_of_nonneg ht]
    exact remainder_of_nonneg hH hM d t ht
  · -- evolving backwards under H is evolving forwards under -H
    have e : (-Complex.I * ((-t : ℝ) : ℂ)) • (-H) = (-Complex.I * (t : ℂ)) • H := by
      push_cast
      rw [smul_neg, ← neg_smul]
      congr 1
      ring
    have hP : propagator (-H) (-t) = propagator H t := by
      rw [propagator, e, propagator]
    have hS : shortTimeSum (-H) d (-t) = shortTimeSum H d t :=
      Finset.sum_congr rfl fun k _ => by
        rw [div_eq_inv_mul, div_eq_inv_mul, ← smul_smul, ← smul_smul, ← smul_pow,
          ← smul_pow, e]
    have hM' : ‖-H‖ ≤ M := by rwa [norm_neg]
    have h := remainder_of_nonneg hH.neg hM' d (-t) (neg_nonneg.2 ht)
    rwa [hP, hS, ← abs_of_nonpos ht] at h
```

## From the norm to a single matrix entry

With \(e_j\) the unit vector on orbital \(j\), \(|A_{ij}|\le\|Ae_j\|\le\|A\|\).

```lean
lemma norm_entry_le (A : Matrix n n ℂ) (i j : n) : ‖A i j‖ ≤ ‖A‖ := by
  have h1 := A.l2_opNorm_mulVec (EuclideanSpace.single j (1 : ℂ))
  have h2 := (PiLp.norm_apply_le _ i).trans h1
  simpa using h2
```

Suppose \((H^k)_{ij}=0\) for every \(k<d\), so that for each such \(k\) the amplitudes of all \(k\)-hop sequences between \(i\) and \(j\) add up to zero. Then \(S_d(t)_{ij}=0\), and
\[ |U(t)_{ij}|=|E_d(t)_{ij}|\le\frac{(M|t|)^d}{d!}. \]
In the theorem, `hH` is Hermiticity, `hM` the norm bound and `hd` the vanishing of the low powers; `t` is any real number. For \(d=0\) the condition is empty and the bound is 1. For \(i=j\) only \(d=0\) is possible, because \((H^0)_{ii}=1\).

```lean
/-- Main theorem: if `H` is Hermitian with spectral norm at most `M` and `(H^k)_ij = 0` for
every `k < d`, then `|exp(-itH)_ij| ≤ (M|t|)^d / d!` at every real time `t`. -/
theorem propagator_entry_le {H : Matrix n n ℂ} (hH : H.IsHermitian) {M : ℝ}
    (hM : ‖H‖ ≤ M) {i j : n} {d : ℕ} (hd : ∀ k < d, (H ^ k) i j = 0) (t : ℝ) :
    ‖propagator H t i j‖ ≤ (M * |t|) ^ d / (d ! : ℝ) := by
  have hS : shortTimeSum H d t i j = 0 := by
    rw [shortTimeSum, Matrix.sum_apply]
    exact Finset.sum_eq_zero fun k hk => by
      rw [Matrix.smul_apply, hd k (Finset.mem_range.1 hk), smul_zero]
  have h := (norm_entry_le _ i j).trans (norm_propagator_sub_le hH hM d t)
  rwa [Matrix.sub_apply, hS, sub_zero] at h
```

Keeping one more Taylor term isolates the \(d\)-hop amplitude:
\[ \left|U(t)_{ij}-\frac{(-it)^d}{d!}(H^d)_{ij}\right|\le\frac{(M|t|)^{d+1}}{(d+1)!}. \]

```lean
/-- If `H` is Hermitian with spectral norm at most `M` and `(H^k)_ij = 0` for every `k < d`,
then `exp(-itH)_ij` equals the `d`-fold hopping amplitude `(-it)^d (H^d)_ij / d!` up to an
error of at most `(M|t|)^(d+1) / (d+1)!`. -/
theorem propagator_entry_leading {H : Matrix n n ℂ} (hH : H.IsHermitian) {M : ℝ}
    (hM : ‖H‖ ≤ M) {i j : n} {d : ℕ} (hd : ∀ k < d, (H ^ k) i j = 0) (t : ℝ) :
    ‖propagator H t i j - (-Complex.I * (t : ℂ)) ^ d / (d ! : ℂ) * (H ^ d) i j‖
      ≤ (M * |t|) ^ (d + 1) / ((d + 1)! : ℝ) := by
  have hS : shortTimeSum H (d + 1) t i j =
      (-Complex.I * (t : ℂ)) ^ d / (d ! : ℂ) * (H ^ d) i j := by
    rw [shortTimeSum, Matrix.sum_apply, Finset.sum_range_succ, Finset.sum_eq_zero, zero_add,
      Matrix.smul_apply, smul_eq_mul]
    intro k hk
    rw [Matrix.smul_apply, hd k (Finset.mem_range.1 hk), smul_zero]
  have h := (norm_entry_le _ i j).trans (norm_propagator_sub_le hH hM (d + 1) t)
  rwa [Matrix.sub_apply, hS] at h
```

## Hopping range and the light cone

Now place orbital \(a\) at a centre \(x_a\), and let \(H_{ab}=0\) whenever the centres are more than \(R\) apart. This strict cutoff is an idealisation of decaying couplings. Different orbitals may share a centre. In
\[ (H^{k+1})_{ij}=\sum_l(H^k)_{il}H_{lj}, \]
if \(i\) and \(j\) are more than \((k+1)R\) apart, the triangle inequality makes either the last hop longer than \(R\) or the first part longer than \(kR\). Each term therefore vanishes by induction on \(k\). The induction starts from \(H^0=1\), since orbitals whose centres are a positive distance apart are different.

```lean
/-- If orbitals centred further apart than `R` are not coupled by `H`, then `H^k` does not
couple orbitals whose centres are further apart than `kR`. -/
theorem pow_entry_eq_zero {X : Type*} [PseudoMetricSpace X] (x : n → X) {R : ℝ}
    {H : Matrix n n ℂ} (hR : ∀ a b, R < dist (x a) (x b) → H a b = 0) (i : n) (k : ℕ) :
    ∀ j, k * R < dist (x i) (x j) → (H ^ k) i j = 0 := by
  induction k with
  | zero =>
    intro j hj
    have hij : i ≠ j := by
      rintro rfl
      simp at hj
    rw [pow_zero, Matrix.one_apply_ne hij]
  | succ k ih =>
    intro j hj
    rw [pow_succ, Matrix.mul_apply]
    refine Finset.sum_eq_zero fun l _ => ?_
    -- either the last hop is too long, or the first k hops are
    rcases lt_or_ge R (dist (x l) (x j)) with h | h
    · rw [hR l j h, mul_zero]
    · have htri := dist_triangle (x i) (x l) (x j)
      push_cast at hj
      rw [ih l (by linarith), zero_mul]
```

Let \(R>0\), let the centres of \(i\) and \(j\) be at least \(dR\) apart, and let \(e^2M|t|\le d\). Every \(k<d\) has \(kR<dR\), so the entry bound applies. One term of the exponential series is at most the whole series:
\[ \frac{(e^2M|t|)^d}{d!}\le e^{e^2M|t|}\le e^d,
\qquad\text{so}\qquad |U(t)_{ij}|\le e^{-2d}e^d=e^{-d}. \]
The radius \(dR\), with \(d\) the smallest integer allowed, grows linearly with \(|t|\), at a rate of about \(e^2MR\). This is an upper estimate, and the actual spreading may be slower. At fixed \(R\), enlarging the basis widens the estimated cone if it raises the spectral norm. The estimate concerns one entry at a time; the error of discarding many entries together requires a further sum.

```lean
/-- Light cone: let `H` be Hermitian with spectral norm at most `M` and hopping range `R > 0`.
If the centres of `i` and `j` are at least `dR` apart and `e² M|t| ≤ d`, then
`|exp(-itH)_ij| ≤ e^(-d)`. -/
theorem propagator_light_cone {X : Type*} [PseudoMetricSpace X] (x : n → X) {R M : ℝ}
    (hR0 : 0 < R) {H : Matrix n n ℂ} (hH : H.IsHermitian) (hM : ‖H‖ ≤ M)
    (hR : ∀ a b, R < dist (x a) (x b) → H a b = 0) {i j : n} {d : ℕ}
    (hij : d * R ≤ dist (x i) (x j)) {t : ℝ} (ht : Real.exp 2 * (M * |t|) ≤ d) :
    ‖propagator H t i j‖ ≤ Real.exp (-(d : ℝ)) := by
  have hd : ∀ k < d, (H ^ k) i j = 0 := fun k hk =>
    pow_entry_eq_zero x hR i k j
      (lt_of_lt_of_le (mul_lt_mul_of_pos_right (Nat.cast_lt.2 hk) hR0) hij)
  have hM0 : 0 ≤ M := (norm_nonneg H).trans hM
  -- one term of the exponential series bounds the factorial
  have h := Real.pow_div_factorial_le_exp (Real.exp 2 * (M * |t|)) (by positivity) d
  rw [mul_pow, ← Real.exp_nat_mul, mul_div_assoc] at h
  have h' := h.trans (Real.exp_le_exp.2 ht)
  calc ‖propagator H t i j‖ ≤ (M * |t|) ^ d / (d ! : ℝ) := propagator_entry_le hH hM hd t
    _ = Real.exp (-(d * 2)) * (Real.exp (d * 2) * ((M * |t|) ^ d / (d ! : ℝ))) := by
        rw [← mul_assoc, ← Real.exp_add, neg_add_cancel, Real.exp_zero, one_mul]
    _ ≤ Real.exp (-(d * 2)) * Real.exp d :=
        mul_le_mul_of_nonneg_left h' (Real.exp_pos _).le
    _ = Real.exp (-(d : ℝ)) := by
        rw [← Real.exp_add]
        congr 1
        ring

end

end RealTimeLocality
```

```lean
#print axioms RealTimeLocality.propagator_entry_le
-- 'RealTimeLocality.propagator_entry_le' depends on axioms: [propext, Classical.choice, Quot.sound]
#print axioms RealTimeLocality.propagator_entry_leading
-- 'RealTimeLocality.propagator_entry_leading' depends on axioms: [propext, Classical.choice, Quot.sound]
#print axioms RealTimeLocality.propagator_light_cone
-- 'RealTimeLocality.propagator_light_cone' depends on axioms: [propext, Classical.choice, Quot.sound]
```
